# A sign and the odd coefficients determine a real formal power series with f(x)f(−x) = 1

## The transformation as a list of coefficients

The function that parametrizes a Douglas–Kroll transformation is treated here as a formal power series, that is, as an infinite list of real coefficients a₀, a₁, a₂, … written

f(x) = Σₖ aₖ xᵏ.

Two such series are equal when all their coefficients are equal, and nothing is assumed about convergence. This suits an expansion that is handled order by order.

The Douglas–Kroll method decouples the large and small components of the Dirac Hamiltonian by unitary transformations, each built from an anti-Hermitian operator W, with W† = −W. With a real parameter λ that counts orders in W, one such transformation is

U = Σₖ aₖ λᵏ Wᵏ.

Since (Wᵏ)† = (−1)ᵏ Wᵏ and the aₖ are real, the adjoint is

U† = Σₖ (−1)ᵏ aₖ λᵏ Wᵏ,

which is the series of f(−x). Powers of a single W commute, so UU† and U†U are both the operator series of f(x)f(−x). Both equal 1 if

f(x) f(−x) = 1.

This scalar equation is the unitarity condition. In relativistic electronic structure theory, it shows which coefficients can be chosen freely in one unitary factor, when that factor is a formal series in a single W.

## What the condition fixes

Let f be a real formal power series that satisfies the condition. Then

a₀ = 1 or a₀ = −1,

a₂ = a₀a₁²/2,

a₄ = a₀(a₁a₃ − a₁⁴/8).

Conversely, take either sign for a₀ and any real sequence c₀, c₁, c₂, …. There is exactly one series that satisfies the condition, has leading coefficient a₀, and has a₂ₖ₊₁ = cₖ for every k ≥ 0.

## Derivation order by order

The coefficient of xᴺ in f(x)f(−x) is the sum of (−1)ʲ aᵢaⱼ over all i, j ≥ 0 with i + j = N.

**Odd orders.** Replacing x by −x exchanges the two factors, so the product is an even series. Its odd coefficients vanish for every f, and the condition says nothing at these orders.

**Order zero.** The condition reads a₀² = 1, so a₀ is a sign and 1/a₀ = a₀.

**Positive even orders.** Let n be odd, so that n + 1 is even. The two end terms of the sum are both a₀aₙ₊₁, and the other terms contain only coefficients of orders 1 to n:

2a₀aₙ₊₁ + Sₙ = 0,

Sₙ = Σ (−1)ⁿ⁻ⁱ aᵢ₊₁aₙ₋ᵢ, summed over i = 0, …, n − 1.

Multiplication by a₀/2 gives

aₙ₊₁ = −(a₀/2) Sₙ.

Each even coefficient is therefore determined by lower ones. Read as a recursion, the formula constructs the series from a₀ and the odd coefficients, which gives existence. Applied to two series with the same data, it shows by induction that they agree at every order, which gives uniqueness.

**Orders two and four.** For n = 1 the equation is

2a₀a₂ − a₁² = 0,

so a₂ = a₀a₁²/2. For n = 3 it is

2a₀a₄ − 2a₁a₃ + a₂² = 0.

Because a₀² = 1, the second-order result gives a₂² = a₁⁴/4. Hence

a₄ = (a₀/2)(2a₁a₃ − a₁⁴/4) = a₀(a₁a₃ − a₁⁴/8).

**The smallest case.** If all odd coefficients are zero, the constant series f = a₀ satisfies the condition, and by uniqueness it is the only solution with that sign. The transformation is then U = ±1, which decouples nothing.

## The Lean file

```lean
import Mathlib

open PowerSeries

namespace DouglasKrollParametrization

noncomputable section

/-- The unitarity condition `f(x) f(-x) = 1` on a real formal power series. -/
def IsUnitarySeries (f : PowerSeries ℝ) : Prop :=
  f * rescale (-1 : ℝ) f = 1

/-- Coefficients with leading term `a₀` and odd coefficients `c 0, c 1, ...`;
the even ones are computed recursively from the lower orders. -/
def completion (a₀ : ℝ) (c : ℕ → ℝ) : ℕ → ℝ
  | 0 => a₀
  | n + 1 =>
    if Even n then c (n / 2)
    else -(a₀ / 2) * ∑ i : Fin n, (-1 : ℝ) ^ (n - (i : ℕ)) *
      (completion a₀ c ((i : ℕ) + 1) * completion a₀ c (n - (i : ℕ)))
termination_by n => n
decreasing_by all_goals omega

/-- The odd orders of `f(x) f(-x)` vanish for every series `f`. -/
theorem odd_order (f : PowerSeries ℝ) {n : ℕ} (hn : Odd n) :
    coeff n (f * rescale (-1 : ℝ) f) = 0 := by
  have hh : rescale (-1 : ℝ) (rescale (-1 : ℝ) f) = f := by
    ext k
    rw [coeff_rescale, coeff_rescale, ← mul_assoc, ← mul_pow]
    norm_num
  -- The product is invariant under reversal of the sign of x.
  have h : rescale (-1 : ℝ) (f * rescale (-1 : ℝ) f) = f * rescale (-1 : ℝ) f := by
    rw [map_mul, hh, mul_comm]
  have h' := congrArg (coeff n) h
  rw [coeff_rescale, hn.neg_one_pow] at h'
  linarith

/-- At a positive even order, `f(x) f(-x)` contains the coefficient of that order
multiplied by `2 a₀`, plus products of lower coefficients. -/
theorem even_order (f : PowerSeries ℝ) {n : ℕ} (hn : Even (n + 1)) :
    coeff (n + 1) (f * rescale (-1 : ℝ) f) =
      2 * (coeff 0 f * coeff (n + 1) f) +
        ∑ i ∈ Finset.range n, (-1 : ℝ) ^ (n - i) * (coeff (i + 1) f * coeff (n - i) f) := by
  have h : coeff (n + 1) (f * rescale (-1 : ℝ) f) =
      ∑ k ∈ Finset.range (n + 1 + 1),
        (-1 : ℝ) ^ (n + 1 - k) * (coeff k f * coeff (n + 1 - k) f) := by
    rw [coeff_mul, ← Finset.Nat.sum_antidiagonal_eq_sum_range_succ
      (fun i j => (-1 : ℝ) ^ j * (coeff i f * coeff j f)) (n + 1)]
    refine Finset.sum_congr rfl fun p _ => ?_
    rw [coeff_rescale]
    ring
  -- Separate the two end terms, which contain the highest coefficient.
  rw [h, Finset.sum_range_succ, Finset.sum_range_succ']
  simp only [Nat.add_sub_add_right, Nat.sub_zero, Nat.sub_self, pow_zero, hn.neg_one_pow]
  ring

/-- The leading coefficient is a sign, and the second and fourth coefficients
are fixed by it and by the first and third coefficients. -/
theorem low_orders {f : PowerSeries ℝ} (hf : IsUnitarySeries f) :
    (coeff 0 f = 1 ∨ coeff 0 f = -1) ∧
    coeff 2 f = coeff 0 f * coeff 1 f ^ 2 / 2 ∧
    coeff 4 f = coeff 0 f * (coeff 1 f * coeff 3 f - coeff 1 f ^ 4 / 8) := by
  unfold IsUnitarySeries at hf
  have h0 : coeff 0 f * coeff 0 f = 1 := by
    have h := congrArg (coeff 0) hf
    simpa only [coeff_mul, Finset.Nat.antidiagonal_zero, Finset.sum_singleton,
      coeff_rescale, pow_zero, one_mul, coeff_one, if_true] using h
  have h2 := even_order f (n := 1) (by decide)
  have h4 := even_order f (n := 3) (by decide)
  rw [hf, coeff_one, if_neg (by norm_num)] at h2 h4
  obtain ⟨a, ha⟩ : ∃ a : ℕ → ℝ, ∀ k, coeff k f = a k := ⟨_, fun _ => rfl⟩
  simp only [ha] at h0 h2 h4 ⊢
  norm_num [Finset.sum_range_succ] at h2 h4
  have h2' : 2 * (a 0 * a 2) - a 1 * a 1 = 0 := by linarith
  have h4' : 2 * (a 0 * a 4) - 2 * (a 1 * a 3) + a 2 * a 2 = 0 := by linarith
  have e2 : a 2 = a 0 * a 1 ^ 2 / 2 := by
    linear_combination (a 0 / 2) * h2' - a 2 * h0
  have hsq : a 2 ^ 2 = a 1 ^ 4 / 4 := by
    rw [e2]
    linear_combination (a 1 ^ 4 / 4) * h0
  refine ⟨mul_self_eq_one_iff.mp h0, e2, ?_⟩
  linear_combination (a 0 / 2) * h4' - a 4 * h0 - (a 0 / 2) * hsq

/-- Two unitary series with the same leading coefficient and the same odd
coefficients are equal. -/
theorem eq_of_odd_coeff {f g : PowerSeries ℝ} (hf : IsUnitarySeries f)
    (hg : IsUnitarySeries g) (h0 : coeff 0 f = coeff 0 g)
    (hodd : ∀ k, coeff (2 * k + 1) f = coeff (2 * k + 1) g) : f = g := by
  have hsign := (low_orders hg).1
  unfold IsUnitarySeries at hf hg
  ext n
  induction n using Nat.strong_induction_on with
  | _ n ih =>
    rcases n with _ | n
    · exact h0
    rcases Nat.even_or_odd n with hn | hn
    · obtain ⟨k, rfl⟩ := hn
      have h := hodd k
      rw [two_mul] at h
      exact h
    · have ef := even_order f hn.add_one
      have eg := even_order g hn.add_one
      rw [hf, coeff_one, if_neg n.succ_ne_zero] at ef
      rw [hg, coeff_one, if_neg n.succ_ne_zero] at eg
      -- All lower coefficients agree by induction.
      have hs : ∑ i ∈ Finset.range n,
            (-1 : ℝ) ^ (n - i) * (coeff (i + 1) f * coeff (n - i) f) =
          ∑ i ∈ Finset.range n,
            (-1 : ℝ) ^ (n - i) * (coeff (i + 1) g * coeff (n - i) g) := by
        refine Finset.sum_congr rfl fun i hi => ?_
        have hi' := Finset.mem_range.mp hi
        rw [ih (i + 1) (by omega), ih (n - i) (by omega)]
      rw [hs, h0] at ef
      rcases hsign with h | h <;> rw [h] at ef eg <;> linarith

/-- For either sign of the leading coefficient and any choice of odd coefficients,
there is exactly one series satisfying the unitarity condition. -/
theorem existsUnique_unitarySeries (a₀ : ℝ) (ha : a₀ = 1 ∨ a₀ = -1) (c : ℕ → ℝ) :
    ∃! f : PowerSeries ℝ, IsUnitarySeries f ∧ coeff 0 f = a₀ ∧
      ∀ k, coeff (2 * k + 1) f = c k := by
  have hsq : a₀ * a₀ = 1 := mul_self_eq_one_iff.mpr ha
  have hz : completion a₀ c 0 = a₀ := by rw [completion]
  have hc : ∀ k, completion a₀ c (2 * k + 1) = c k := by
    intro k
    rw [completion, if_pos (even_two_mul k)]
    congr 1
    omega
  have hu : IsUnitarySeries (PowerSeries.mk (completion a₀ c)) := by
    unfold IsUnitarySeries
    ext n
    rcases n with _ | n
    · simp only [coeff_mul, Finset.Nat.antidiagonal_zero, Finset.sum_singleton,
        coeff_rescale, pow_zero, one_mul, coeff_one, if_true, coeff_mk, hz]
      exact hsq
    rw [coeff_one, if_neg n.succ_ne_zero]
    rcases Nat.even_or_odd n with hn | hn
    · exact odd_order _ hn.add_one
    · -- The recursion solves the condition at this even order.
      obtain ⟨S, hS⟩ : ∃ S : ℝ, ∑ i ∈ Finset.range n, (-1 : ℝ) ^ (n - i) *
          (completion a₀ c (i + 1) * completion a₀ c (n - i)) = S := ⟨_, rfl⟩
      have hrec : completion a₀ c (n + 1) = -(a₀ / 2) * S := by
        rw [completion, if_neg (Nat.not_even_iff_odd.mpr hn), ← hS, Finset.sum_range]
      rw [even_order _ hn.add_one]
      simp only [coeff_mk]
      rw [hS, hrec, hz]
      linear_combination (-S) * hsq
  refine ⟨PowerSeries.mk (completion a₀ c), ⟨hu, ?_, ?_⟩, ?_⟩
  · rw [coeff_mk, hz]
  · intro k
    rw [coeff_mk, hc]
  · rintro g ⟨hg, hg0, hgo⟩
    refine eq_of_odd_coeff hg hu ?_ ?_
    · rw [hg0, coeff_mk, hz]
    · intro k
      rw [hgo, coeff_mk, hc]

/-- The exponential series satisfies the unitarity condition. -/
theorem exp_isUnitarySeries : IsUnitarySeries (PowerSeries.exp ℝ) :=
  PowerSeries.exp_mul_exp_neg_eq_one

section Operators

variable {A : Type*} [Ring A] [Algebra ℝ A]

/-- The formal operator series `∑ aₖ λᵏ Wᵏ` in an order-counting parameter `λ`. -/
def operatorSeries (f : PowerSeries ℝ) (W : A) : PowerSeries A :=
  PowerSeries.mk fun k => coeff k f • W ^ k

/-- The adjoint of a formal operator series, for a real order-counting parameter. -/
def adjointSeries [StarRing A] (U : PowerSeries A) : PowerSeries A :=
  PowerSeries.mk fun k => star (coeff k U)

/-- The operator series of a product is the product of the operator series. -/
theorem operatorSeries_mul (f g : PowerSeries ℝ) (W : A) :
    operatorSeries (f * g) W = operatorSeries f W * operatorSeries g W := by
  ext n
  simp only [operatorSeries, coeff_mk, coeff_mul, Finset.sum_smul]
  refine Finset.sum_congr rfl fun p hp => ?_
  have hpn : p.1 + p.2 = n := by simpa using hp
  rw [smul_mul_smul_comm, ← pow_add, hpn]

/-- For an anti-Hermitian `W`, the adjoint of the operator series of `f(x)` is the
operator series of `f(-x)`. -/
theorem adjoint_operatorSeries [StarRing A] [StarModule ℝ A] (f : PowerSeries ℝ)
    {W : A} (hW : star W = -W) :
    adjointSeries (operatorSeries f W) = operatorSeries (rescale (-1 : ℝ) f) W := by
  ext n
  simp only [adjointSeries, operatorSeries, coeff_mk, coeff_rescale, star_smul,
    star_trivial, star_pow, hW]
  rcases Nat.even_or_odd n with h | h
  · rw [h.neg_pow, h.neg_one_pow, one_mul]
  · rw [h.neg_pow, h.neg_one_pow, smul_neg, neg_one_mul, neg_smul]

/-- A series satisfying the unitarity condition gives a formally unitary operator
series for every anti-Hermitian `W`. -/
theorem formal_unitary [StarRing A] [StarModule ℝ A] {f : PowerSeries ℝ}
    (hf : IsUnitarySeries f) {W : A} (hW : star W = -W) :
    operatorSeries f W * adjointSeries (operatorSeries f W) = 1 ∧
    adjointSeries (operatorSeries f W) * operatorSeries f W = 1 := by
  unfold IsUnitarySeries at hf
  have h1 : operatorSeries (1 : PowerSeries ℝ) W = 1 := by
    ext n
    rcases n with _ | n <;> simp [operatorSeries, coeff_one]
  rw [adjoint_operatorSeries f hW, ← operatorSeries_mul, ← operatorSeries_mul,
    mul_comm (rescale (-1 : ℝ) f) f, hf]
  exact ⟨h1, h1⟩

end Operators

/-- The two-dimensional rotation generator is anti-Hermitian and squares to minus
the identity. -/
theorem formal_unitary_witness :
    star (!![0, 1; -1, 0] : Matrix (Fin 2) (Fin 2) ℂ) = -!![0, 1; -1, 0] ∧
    (!![0, 1; -1, 0] : Matrix (Fin 2) (Fin 2) ℂ) * !![0, 1; -1, 0] = -1 := by
  constructor <;> ext i j <;> fin_cases i <;> fin_cases j <;>
    simp [Matrix.star_apply, Matrix.mul_apply, Fin.sum_univ_succ]

end

end DouglasKrollParametrization
```

```lean
#print axioms DouglasKrollParametrization.eq_of_odd_coeff
#print axioms DouglasKrollParametrization.existsUnique_unitarySeries
#print axioms DouglasKrollParametrization.exp_isUnitarySeries
#print axioms DouglasKrollParametrization.formal_unitary
```

```
'DouglasKrollParametrization.eq_of_odd_coeff' depends on axioms: [propext, Classical.choice, Quot.sound]
'DouglasKrollParametrization.existsUnique_unitarySeries' depends on axioms: [propext, Classical.choice, Quot.sound]
'DouglasKrollParametrization.exp_isUnitarySeries' depends on axioms: [propext, Classical.choice, Quot.sound]
'DouglasKrollParametrization.formal_unitary' depends on axioms: [propext, Classical.choice, Quot.sound]
```

## Reading the Lean statements

The type `PowerSeries ℝ` holds the lists of coefficients, and `coeff k f` is aₖ. The expression `rescale (-1 : ℝ) f` multiplies aₖ by (−1)ᵏ, so it is f(−x), and `IsUnitarySeries f` is the unitarity condition.

The theorem `low_orders` assumes this condition, as `hf`, and proves that a₀ is 1 or −1 and that the two closed formulas hold. In `existsUnique_unitarySeries`, the hypothesis `ha` restricts a₀ to a sign, the function `c` supplies the odd coefficients without any restriction, and `∃!` says that exactly one series fits.

For the operators, `A` is a ring that is also a real algebra, and it need not be commutative. `StarRing A` supplies the adjoint, and `StarModule ℝ A` makes it compatible with real scalars. The transformation `operatorSeries f W` is a power series in λ with coefficients in `A`. Its adjoint, `adjointSeries`, acts on each coefficient and leaves λ alone, which is the convention that λ is real. The theorem `formal_unitary` assumes `star W = -W` and concludes that both products equal 1.

The result concerns one factor with one W. It does not choose W so as to remove the coupling between large and small components, and it does not treat a sequence of transformations with different generators. Nor does it set λ = 1 and sum the series to an operator, or estimate the error of a truncation.

## Convergent series as an alternative model

The transformation could also be modelled as a convergent series in a bounded operator W. U would then be an actual operator. If f(x)f(−x) = 1 is still required as an identity between power series, U itself is unitary, not only order by order, and the formulas for a₂ and a₄ stay the same. Unitarity for one particular W is a weaker requirement: if W² = −1, then (1 + W)/√2 is unitary, although its a₀ is not a sign. With the identity imposed, the free choice of odd coefficients would be lost: a sequence such as cₖ = (2k + 1)! gives a series that converges only at x = 0.

## How the proof follows the derivation

`odd_order` first shows that changing the sign of x twice restores f. The product is therefore unchanged by one sign change, so an odd coefficient equals its own negative, and `linarith` concludes that it is zero.

`even_order` writes the coefficient of the product as a finite sum. The lemmas `Finset.sum_range_succ` and `Finset.sum_range_succ'` split off the last and first terms, which combine to 2a₀aₙ₊₁. What remains is Sₙ, with the same index i as above.

`low_orders` takes the equations at orders zero, two and four. Its `linear_combination` steps multiply by a₀/2 and use a₀² = 1, as in the derivation.

`eq_of_odd_coeff` proves uniqueness by strong induction on the order. At an odd order the coefficients agree by hypothesis. At a positive even order the induction hypothesis makes the two sums Sₙ equal, and the equation is solved for the top coefficient separately for a₀ = 1 and a₀ = −1.

The definition `completion` is the recursion for the coefficients. At order n + 1 it returns `c (n / 2)` if n is even, and −(a₀/2)Sₙ if n is odd. Lean accepts the recursion because Sₙ refers only to orders below n + 1. In `existsUnique_unitarySeries`, the step `hu` verifies the condition for this series: order zero uses a₀² = 1, odd orders use `odd_order`, and the remaining orders use `even_order` with the recursion. Uniqueness then comes from `eq_of_odd_coeff`.

The operator part rests on two lemmas. `operatorSeries_mul` uses WⁱWʲ = Wⁱ⁺ʲ to turn products of scalar series into products of operator series. `adjoint_operatorSeries` separates even and odd powers to identify the adjoint with the series of f(−x). `formal_unitary` combines them to give UU† = 1, and U†U = 1 follows as well because scalar series commute.

Two examples accompany the general results. `exp_isUnitarySeries` shows that the exponential series satisfies the condition. `formal_unitary_witness` gives a nonzero anti-Hermitian W, the 2 × 2 matrix with rows (0, 1) and (−1, 0), whose square is −1.
